# Doubling a power-of-two bead number never lowers the primitive free energy of a finite-dimensional system

Let A and B be Hermitian matrices, and put X = exp(A/2), Y = exp(B/2), M = XY. One bead gives Z_1 = tr(X²Y²) = tr(MM†), and two beads give Z_2 = tr(XYXY) = tr(M²). Since tr(M†²) = tr(YXYX) = tr(M²),

0 ≤ Σ_ij |(M − M†)_ij|² = 2 tr(MM†) − tr(M²) − tr(M†²) = 2(Z_1 − Z_2).

So the second bead cannot raise the partition function. The parts below extend this to every power of two. Together with the limit of many beads, this gives the sign of the bead-number error in path-integral work on a system with a finite-dimensional state space: at those bead numbers and at positive temperature, the primitive free energy never exceeds the exact one.

```lean
import Mathlib

open Matrix Filter Topology
open NormedSpace (exp)

namespace PrimitiveBeadDoubling

noncomputable section

variable {n : Type*} [Fintype n] [DecidableEq n]
```

The finite type `n` labels the basis states. With P ≥ 1 beads, `beadTrace A B P` is

Z_P = tr((exp(A/P) exp(B/P))^P).

```lean
/-- The primitive partition function with `P ≥ 1` beads,
`tr((exp(A/P) exp(B/P))^P)`. -/
def beadTrace (A B : Matrix n n ℂ) (P : ℕ) : ℂ :=
  ((exp ((1 / (P : ℝ)) • A) * exp ((1 / (P : ℝ)) • B)) ^ P).trace
```

For kinetic energy T, potential energy V and inverse temperature β, set A = −βT and B = −βV. The free energy is F_P = −ln(Z_P)/β. Lean takes the real part of the complex trace before the logarithm; part (g) justifies this.

```lean
/-- The primitive free energy with `P ≥ 1` beads at inverse temperature `β ≠ 0`, for
kinetic energy `T` and potential energy `V`. -/
def primitiveFreeEnergy (β : ℝ) (T V : Matrix n n ℂ) (P : ℕ) : ℝ :=
  -Real.log (beadTrace ((-β) • T) ((-β) • V) P).re / β
```

The exact free energy for H = T + V is F = −ln(tr exp(−βH))/β.

```lean
/-- The exact free energy of the Hamiltonian `H` at inverse temperature `β ≠ 0`. -/
def exactFreeEnergy (β : ℝ) (H : Matrix n n ℂ) : ℝ :=
  -Real.log (exp ((-β) • H)).trace.re / β
```

## (a) Half steps

For Hermitian A and real r, show

exp(rA/2)† = exp(rA/2),  exp(rA/2)² = exp(rA).

The adjoint passes through the exponential series and leaves rA/2 unchanged. As rA/2 commutes with itself, the exponents add.

```lean
/-- For Hermitian `A`, the half-step factor `exp(rA/2)` is Hermitian, and two half steps
make one full step. -/
theorem exp_half_step {A : Matrix n n ℂ} (hA : A.IsHermitian) (r : ℝ) :
    (exp ((r / 2) • A))ᴴ = exp ((r / 2) • A) ∧
      exp ((r / 2) • A) * exp ((r / 2) • A) = exp (r • A) := by
  constructor
  · rw [← Matrix.exp_conjTranspose, conjTranspose_smul, star_trivial, hA.eq]
  · rw [← Matrix.exp_add_of_commute _ _ (Commute.refl _), ← add_smul, add_halves]
```

## (b) A trace as a sum of squares

Show

tr(XX†) = Σ_ij |X_ij|².

The i-th diagonal entry of XX† is Σ_j X_ij X_ij*. Sum over i.

```lean
omit [DecidableEq n] in
/-- The trace of `X X†` is the sum of the squared moduli of the entries of `X`. -/
theorem trace_mul_conjTranspose (X : Matrix n n ℂ) :
    (X * Xᴴ).trace = ((∑ i, ∑ j, ‖X i j‖ ^ 2 : ℝ) : ℂ) := by
  simp [Matrix.trace, Matrix.mul_apply, Complex.mul_conj, Complex.normSq_eq_norm_sq]
```

## (c) Swapping factors under the trace

Show

tr((UV)^m) = tr((VU)^m).

For m = 0 both sides are tr 1. Otherwise, induction gives (UV)^(m+1) = U(VU)^m V, and cycling V to the front gives (VU)^(m+1).

```lean
/-- The trace of a power of a product is unchanged when the two factors are swapped. -/
theorem trace_pow_comm (U V : Matrix n n ℂ) (m : ℕ) :
    ((U * V) ^ m).trace = ((V * U) ^ m).trace := by
  have h : ∀ m : ℕ, (U * V) ^ (m + 1) = U * (V * U) ^ m * V := by
    intro m
    induction m with
    | zero => simp
    | succ m ih =>
      rw [pow_succ, ih, pow_succ (V * U) m]
      simp only [mul_assoc]
  cases m with
  | zero => simp
  | succ m => rw [h, Matrix.trace_mul_comm, pow_succ' (V * U) m, ← mul_assoc]
```

## (d) Collecting Hermitian factors

For Hermitian H and K, show

tr((HK(HK)†)^m) = tr((H²K²)^m).

Here HK(HK)† = (HK²)H. By (c), the last H may move to the front.

```lean
/-- For Hermitian `H` and `K`, the powers of `(HK)(HK)†` and of `H²K²` have equal traces. -/
theorem trace_pow_split {H K : Matrix n n ℂ} (hH : Hᴴ = H) (hK : Kᴴ = K) (m : ℕ) :
    ((H * K * (H * K)ᴴ) ^ m).trace = ((H * H * (K * K)) ^ m).trace := by
  have e : H * K * (H * K)ᴴ = H * K * K * H := by
    rw [conjTranspose_mul, hH, hK]
    simp only [mul_assoc]
  have e' : H * (H * K * K) = H * H * (K * K) := by simp only [mul_assoc]
  rw [e, trace_pow_comm (H * K * K) H, e']
```

## (e) Two bounds by one induction

For all k ≥ 0, all M and all Hermitian H, K, show

S_k: |tr M^(2^(k+1))| ≤ tr((MM†)^(2^k))

Q_k: |tr((HK)^(2^k))| ≤ ½[tr H^(2^(k+1)) + tr K^(2^(k+1))].

Cauchy–Schwarz in arithmetic-mean form (`cs`) starts the induction:

|tr(XY)| ≤ Σ_ij |X_ij||Y_ji| ≤ ½[tr(XX†) + tr(YY†)].

Taking X = Y = M gives S_0; X = H, Y = K gives Q_0. For S_(k+1), apply S_k to M², then (c), then Q_k, then (c) again:

|tr M^(2^(k+2))| ≤ tr((M²M†²)^(2^k))
= tr((M†M·MM†)^(2^k))
≤ ½[tr((M†M)^(2^(k+1))) + tr((MM†)^(2^(k+1)))]
= tr((MM†)^(2^(k+1))).

For Q_(k+1), apply S_k to HK, then (d), then Q_k to H² and K²:

|tr((HK)^(2^(k+1)))| ≤ tr((H²K²)^(2^k)) ≤ ½[tr H^(2^(k+2)) + tr K^(2^(k+2))].

In the code `linarith` joins these inequalities, using Re z ≤ |z|.

```lean
/-- Two trace bounds for powers of two: `|tr M^(2^(k+1))| ≤ tr (MM†)^(2^k)` for every `M`, and
`|tr (HK)^(2^k)|` is at most the mean of `tr H^(2^(k+1))` and `tr K^(2^(k+1))` for Hermitian
`H` and `K`. -/
theorem trace_pow_doubling (k : ℕ) :
    (∀ M : Matrix n n ℂ, ‖(M ^ 2 ^ (k + 1)).trace‖ ≤ ((M * Mᴴ) ^ 2 ^ k).trace.re) ∧
    (∀ H K : Matrix n n ℂ, Hᴴ = H → Kᴴ = K → ‖((H * K) ^ 2 ^ k).trace‖ ≤
      ((H ^ 2 ^ (k + 1)).trace.re + (K ^ 2 ^ (k + 1)).trace.re) / 2) := by
  -- Cauchy-Schwarz for the trace, in arithmetic-mean form
  have cs : ∀ X Y : Matrix n n ℂ,
      ‖(X * Y).trace‖ ≤ ((X * Xᴴ).trace.re + (Y * Yᴴ).trace.re) / 2 := by
    intro X Y
    have hY : ∑ i, ∑ j, ‖Y i j‖ ^ 2 = ∑ i, ∑ j, ‖Y j i‖ ^ 2 := Finset.sum_comm
    rw [trace_mul_conjTranspose X, trace_mul_conjTranspose Y, Complex.ofReal_re,
      Complex.ofReal_re, hY, ← Finset.sum_add_distrib, Finset.sum_div]
    simp only [Matrix.trace, Matrix.diag_apply, Matrix.mul_apply]
    refine (norm_sum_le _ _).trans (Finset.sum_le_sum fun i _ => ?_)
    rw [← Finset.sum_add_distrib, Finset.sum_div]
    refine (norm_sum_le _ _).trans (Finset.sum_le_sum fun j _ => ?_)
    rw [norm_mul]
    nlinarith [sq_nonneg (‖X i j‖ - ‖Y j i‖)]
  have sq : ∀ (M : Matrix n n ℂ) (m : ℕ), (M * M) ^ 2 ^ m = M ^ 2 ^ (m + 1) := by
    intro M m
    rw [← pow_two, ← pow_mul, pow_succ' (2 : ℕ) m]
  induction k with
  | zero =>
    constructor
    · intro M
      have h := cs M M
      simp only [zero_add, pow_one, pow_zero, pow_two]
      linarith
    · intro H K hH hK
      have h := cs H K
      rw [hH, hK] at h
      simpa only [zero_add, pow_one, pow_zero, pow_two] using h
  | succ k ih =>
    obtain ⟨S, Q⟩ := ih
    constructor
    · intro M
      have h1 := S (M * M)
      have e : M * M * (M * M)ᴴ = M * M * Mᴴ * Mᴴ := by
        rw [conjTranspose_mul]
        simp only [mul_assoc]
      have e' : Mᴴ * (M * M * Mᴴ) = Mᴴ * M * (M * Mᴴ) := by simp only [mul_assoc]
      rw [e, trace_pow_comm (M * M * Mᴴ) Mᴴ, e', sq] at h1
      have h2 := Q (Mᴴ * M) (M * Mᴴ) (by simp [conjTranspose_mul])
        (by simp [conjTranspose_mul])
      rw [trace_pow_comm Mᴴ M] at h2
      linarith [Complex.re_le_norm ((Mᴴ * M * (M * Mᴴ)) ^ 2 ^ k).trace]
    · intro H K hH hK
      have h1 := S (H * K)
      rw [trace_pow_split hH hK] at h1
      have h2 := Q (H * H) (K * K) (by rw [conjTranspose_mul, hH])
        (by rw [conjTranspose_mul, hK])
      rw [sq, sq] at h2
      linarith [Complex.re_le_norm ((H * H * (K * K)) ^ 2 ^ k).trace]
```

## (f) Doubling the beads

For P = 2^k, show

Z_2P ≤ Z_P.

Let M = exp(A/2P) exp(B/2P). Then S_k, (d) and (a) give

Z_2P = tr(M^(2P)) ≤ tr((MM†)^P) = Z_P.

Lean states this for real parts.

```lean
/-- For Hermitian `A` and `B`, doubling a number of beads that is a power of two never raises
the primitive partition function. -/
theorem beadTrace_double_le {A B : Matrix n n ℂ} (hA : A.IsHermitian) (hB : B.IsHermitian)
    (k : ℕ) : (beadTrace A B (2 * 2 ^ k)).re ≤ (beadTrace A B (2 ^ k)).re := by
  have hr : 1 / ((2 * 2 ^ k : ℕ) : ℝ) = 1 / ((2 ^ k : ℕ) : ℝ) / 2 := by
    push_cast
    ring
  obtain ⟨hX, hXX⟩ := exp_half_step hA (1 / ((2 ^ k : ℕ) : ℝ))
  obtain ⟨hY, hYY⟩ := exp_half_step hB (1 / ((2 ^ k : ℕ) : ℝ))
  have h := (trace_pow_doubling k).1 (exp ((1 / ((2 ^ k : ℕ) : ℝ) / 2) • A) *
    exp ((1 / ((2 ^ k : ℕ) : ℝ) / 2) • B))
  rw [trace_pow_split hX hY, hXX, hYY, pow_succ' (2 : ℕ) k] at h
  unfold beadTrace
  rw [hr]
  exact (Complex.re_le_norm _).trans h
```

## (g) Positivity

For at least one basis state, show

Im Z_P = 0,  Re Z_P > 0.

With the same M, let G = MM†, so Z_P = tr(G^P). Take N = G^m if P = 2m, and N = G^m M if P = 2m+1. Then G^P = NN†. Exponentials are invertible, so N ≠ 0, and (b) gives Z_P = Σ_ij |N_ij|² > 0.

```lean
/-- For Hermitian `A` and `B` on a nonzero space, the primitive partition function is real and
positive. -/
theorem beadTrace_pos [Nonempty n] {A B : Matrix n n ℂ} (hA : A.IsHermitian)
    (hB : B.IsHermitian) (P : ℕ) : 0 < (beadTrace A B P).re ∧ (beadTrace A B P).im = 0 := by
  -- a power of `M M†` is again of the form `N N†`
  have key : ∀ M : Matrix n n ℂ, IsUnit M → IsUnit Mᴴ →
      ∃ N : Matrix n n ℂ, N ≠ 0 ∧ (M * Mᴴ) ^ P = N * Nᴴ := by
    intro M hM hM'
    have hG : ∀ m : ℕ, ((M * Mᴴ) ^ m)ᴴ = (M * Mᴴ) ^ m := fun m => by
      rw [conjTranspose_pow, conjTranspose_mul, conjTranspose_conjTranspose]
    obtain ⟨m, hm | hm⟩ := Nat.even_or_odd' P
    · exact ⟨(M * Mᴴ) ^ m, ((hM.mul hM').pow m).ne_zero, by rw [hm, hG, ← pow_add, two_mul]⟩
    · refine ⟨(M * Mᴴ) ^ m * M, (((hM.mul hM').pow m).mul hM).ne_zero, ?_⟩
      rw [hm, conjTranspose_mul, hG, show 2 * m + 1 = m + 1 + m by omega, pow_add, pow_succ]
      simp only [mul_assoc]
  obtain ⟨hX, hXX⟩ := exp_half_step hA (1 / (P : ℝ))
  obtain ⟨hY, hYY⟩ := exp_half_step hB (1 / (P : ℝ))
  have uX := Matrix.isUnit_exp ((1 / (P : ℝ) / 2) • A)
  have uY := Matrix.isUnit_exp ((1 / (P : ℝ) / 2) • B)
  obtain ⟨N, hN, e⟩ := key _ (uX.mul uY) (by
    rw [conjTranspose_mul, hX, hY]
    exact uY.mul uX)
  have hZ : beadTrace A B P = (N * Nᴴ).trace := by
    rw [← e, trace_pow_split hX hY, hXX, hYY, beadTrace]
  rw [hZ, trace_mul_conjTranspose]
  refine ⟨?_, Complex.ofReal_im _⟩
  rw [Complex.ofReal_re]
  refine lt_of_le_of_ne (by positivity) fun h => hN ?_
  ext i j
  have h1 := (Finset.sum_eq_zero_iff_of_nonneg
    (fun i _ => Finset.sum_nonneg fun j _ => sq_nonneg ‖N i j‖)).1 h.symm i (Finset.mem_univ i)
  have h2 := (Finset.sum_eq_zero_iff_of_nonneg
    (fun j _ => sq_nonneg ‖N i j‖)).1 h1 j (Finset.mem_univ j)
  simpa using h2
```

## (h) Propagators with a common generator

Let f(0) = g(0) = 1 and f′(0) = g′(0) = C in a real normed algebra with ‖1‖ = 1. Show

f(1/m)^m − g(1/m)^m → 0.

If ‖x‖, ‖y‖ ≤ c and c ≥ 1, induction on

x^(m+1) − y^(m+1) = x^m(x − y) + (x^m − y^m)y

gives ‖x^m − y^m‖ ≤ m c^m ‖x − y‖ (`tele`). Put x = f(1/m), y = g(1/m). For large m, `growth` allows c = 1 + (‖C‖+1)/m, so c^m ≤ e^(‖C‖+1). Equal derivatives give m‖x − y‖ → 0 (`small`).

```lean
/-- Two short-time propagators that start at the identity with the same generator `C` differ
by a vanishing amount after `m` steps of length `1/m`, as `m` grows. -/
theorem tendsto_pow_sub_pow {R : Type*} [NormedRing R] [NormOneClass R] [NormedAlgebra ℝ R]
    {f g : ℝ → R} {C : R} (hf : HasDerivAt f C 0) (hg : HasDerivAt g C 0)
    (f0 : f 0 = 1) (g0 : g 0 = 1) :
    Tendsto (fun m : ℕ => f (1 / (m : ℝ)) ^ m - g (1 / (m : ℝ)) ^ m) atTop (𝓝 0) := by
  -- if `x` and `y` have norm at most `c`, where `c ≥ 1`, then `m` steps multiply the
  -- single-step error `‖x - y‖` by at most `m * c ^ m`
  have tele : ∀ (x y : R) (c : ℝ), ‖x‖ ≤ c → ‖y‖ ≤ c → 1 ≤ c → ∀ m : ℕ,
      ‖x ^ m - y ^ m‖ ≤ m * c ^ m * ‖x - y‖ := by
    intro x y c hx hy hc m
    have c0 : 0 ≤ c := by linarith
    induction m with
    | zero => simp
    | succ m ih =>
      have e : x ^ (m + 1) - y ^ (m + 1) = x ^ m * (x - y) + (x ^ m - y ^ m) * y := by
        rw [pow_succ, pow_succ, mul_sub, sub_mul]
        abel
      have hxm : ‖x ^ m‖ ≤ c ^ m := (norm_pow_le x m).trans (by gcongr)
      have hcm : c ^ m ≤ c ^ m * c := le_mul_of_one_le_right (by positivity) hc
      calc ‖x ^ (m + 1) - y ^ (m + 1)‖
          ≤ ‖x ^ m‖ * ‖x - y‖ + ‖x ^ m - y ^ m‖ * ‖y‖ := by
            rw [e]
            exact (norm_add_le _ _).trans (add_le_add (norm_mul_le _ _) (norm_mul_le _ _))
        _ ≤ (c ^ m * c) * ‖x - y‖ + (m * c ^ m * ‖x - y‖) * c := by
            gcongr
            exact hxm.trans hcm
        _ = ((m + 1 : ℕ) : ℝ) * c ^ (m + 1) * ‖x - y‖ := by
            push_cast
            ring
  have growth : ∀ u : ℝ → R, HasDerivAt u C 0 → u 0 = 1 →
      ∀ᶠ t in 𝓝 (0 : ℝ), ‖u t‖ ≤ 1 + (‖C‖ + 1) * |t| := by
    intro u hu u0
    filter_upwards [(hasDerivAt_iff_isLittleO.1 hu).def one_pos] with t ht
    rw [u0, sub_zero, one_mul, Real.norm_eq_abs] at ht
    have h1 : ‖(1 : R) + t • C‖ ≤ 1 + |t| * ‖C‖ := by
      simpa [norm_smul] using norm_add_le (1 : R) (t • C)
    have h2 := norm_add_le (u t - 1 - t • C) (1 + t • C)
    rw [show u t - 1 - t • C + (1 + t • C) = u t by abel] at h2
    linarith
  have hlim : Tendsto (fun m : ℕ => 1 / (m : ℝ)) atTop (𝓝 0) :=
    tendsto_one_div_atTop_nhds_zero_nat
  refine Metric.tendsto_nhds.2 fun ε hε => ?_
  have hδ : 0 < ε / (2 * Real.exp (‖C‖ + 1)) := by positivity
  have small : ∀ᶠ t in 𝓝 (0 : ℝ), ‖f t - g t‖ ≤ ε / (2 * Real.exp (‖C‖ + 1)) * |t| := by
    filter_upwards [(hasDerivAt_iff_isLittleO.1 (hf.sub hg)).def hδ] with t ht
    simpa only [Pi.sub_apply, f0, g0, sub_self, sub_zero, smul_zero, Real.norm_eq_abs] using ht
  filter_upwards [hlim.eventually (growth f hf f0), hlim.eventually (growth g hg g0),
    hlim.eventually small, eventually_gt_atTop 0] with m h1 h2 h3 hm
  have hm' : (0 : ℝ) < m := by exact_mod_cast hm
  rw [abs_of_pos (by positivity : 0 < 1 / (m : ℝ))] at h1 h2 h3
  have hc : (1 + (‖C‖ + 1) * (1 / (m : ℝ))) ^ m ≤ Real.exp (‖C‖ + 1) := by
    calc (1 + (‖C‖ + 1) * (1 / (m : ℝ))) ^ m
        ≤ Real.exp ((‖C‖ + 1) * (1 / (m : ℝ))) ^ m :=
          pow_le_pow_left₀ (by positivity)
            (by linarith [Real.add_one_le_exp ((‖C‖ + 1) * (1 / (m : ℝ)))]) m
      _ = Real.exp (‖C‖ + 1) := by
          rw [← Real.exp_nat_mul]
          congr 1
          field_simp
  rw [dist_zero_right]
  calc _ ≤ m * (1 + (‖C‖ + 1) * (1 / (m : ℝ))) ^ m * ‖f (1 / (m : ℝ)) - g (1 / (m : ℝ))‖ :=
        tele _ _ _ h1 h2 (le_add_of_nonneg_right (by positivity)) m
    _ ≤ m * Real.exp (‖C‖ + 1) * (ε / (2 * Real.exp (‖C‖ + 1)) * (1 / (m : ℝ))) := by gcongr
    _ = ε / 2 := by field_simp
    _ < ε := half_lt_self hε
```

## (i) The Trotter limit of the trace

For any square A and B, Hermitian or not, show

Z_P → tr exp(A+B).

Use (h) with f(t) = exp(tA)exp(tB) and g(t) = exp(t(A+B)). Both have derivative A+B at zero, and g(1/P)^P = exp(A+B). The trace is continuous.

```lean
open scoped Matrix.Norms.Operator in
/-- The primitive partition function tends to `tr exp(A+B)` as the number of beads grows. -/
theorem beadTrace_tendsto [Nonempty n] (A B : Matrix n n ℂ) :
    Tendsto (beadTrace A B) atTop (𝓝 (exp (A + B)).trace) := by
  have d : ∀ M : Matrix n n ℂ, HasDerivAt (fun t : ℝ => exp (t • M)) M 0 := fun M => by
    have h := hasDerivAt_exp_smul_const M (0 : ℝ)
    simp only [zero_smul, NormedSpace.exp_zero, one_mul] at h
    exact h
  have dAB : HasDerivAt (fun t : ℝ => exp (t • A) * exp (t • B)) (A + B) 0 := by
    have h := (d A).fun_mul (d B)
    simp only [zero_smul, NormedSpace.exp_zero, one_mul, mul_one] at h
    exact h
  have h := tendsto_pow_sub_pow dAB (d (A + B)) (by simp) (by simp)
  have h2 := (((continuous_id.matrix_trace).tendsto (0 : Matrix n n ℂ)).comp h).add_const
    (exp (A + B)).trace
  simp only [id, Matrix.trace_zero, zero_add] at h2
  refine h2.congr' ?_
  filter_upwards [eventually_gt_atTop 0] with P hP
  have hP' : (P : ℝ) ≠ 0 := by exact_mod_cast hP.ne'
  -- the exact propagator composes without error
  have e : exp ((1 / (P : ℝ)) • (A + B)) ^ P = exp (A + B) := by
    rw [← Matrix.exp_nsmul, ← Nat.cast_smul_eq_nsmul ℝ, smul_smul, mul_one_div_cancel hP',
      one_smul]
  simp only [Function.comp_apply, e, Matrix.trace_sub, sub_add_cancel, beadTrace]
```

## (j) Convergence from below

For Hermitian T, V and β > 0, show

F_(2^k) ≤ F_(2^(k+1)) ≤ F,  F_(2^k) → F as k → ∞.

The logarithm preserves the order in (f), and −1/β reverses it. The limit in (i) is positive, by (g) with one bead and B = 0, so the logarithm is continuous there. A nondecreasing sequence never exceeds its limit, which also gives F_1 ≤ F.

T and V may be any Hermitian matrices of the same size. For continuous coordinates, the theorem as proved here applies only after T and V have been replaced by matrices in a finite basis. The theorem gives no convergence rate and orders only power-of-two bead numbers.

```lean
/-- For Hermitian `T` and `V` on a nonzero space and `β > 0`, the primitive free energy with
`2^k` beads never falls as `k` grows, tends to the exact free energy of `T + V`, and never
exceeds it. -/
theorem primitiveFreeEnergy_from_below [Nonempty n] {β : ℝ} (hβ : 0 < β)
    {T V : Matrix n n ℂ} (hT : T.IsHermitian) (hV : V.IsHermitian) :
    Monotone (fun k : ℕ => primitiveFreeEnergy β T V (2 ^ k)) ∧
    Tendsto (fun k : ℕ => primitiveFreeEnergy β T V (2 ^ k)) atTop
      (𝓝 (exactFreeEnergy β (T + V))) ∧
    ∀ k : ℕ, primitiveFreeEnergy β T V (2 ^ k) ≤ exactFreeEnergy β (T + V) := by
  have herm : ∀ M : Matrix n n ℂ, M.IsHermitian → ((-β) • M).IsHermitian := fun M hM => by
    rw [Matrix.IsHermitian, conjTranspose_smul, star_trivial, hM.eq]
  have mono : Monotone (fun k : ℕ => primitiveFreeEnergy β T V (2 ^ k)) := by
    refine monotone_nat_of_le_succ fun k => ?_
    dsimp only [primitiveFreeEnergy]
    rw [pow_succ' (2 : ℕ) k]
    exact div_le_div_of_nonneg_right (neg_le_neg (Real.log_le_log
      (beadTrace_pos (herm T hT) (herm V hV) _).1
      (beadTrace_double_le (herm T hT) (herm V hV) k))) hβ.le
  have pos : 0 < (exp ((-β) • (T + V))).trace.re := by
    simpa [beadTrace] using
      (beadTrace_pos (herm (T + V) (hT.add hV)) (Matrix.isHermitian_zero (n := n)) 1).1
  have lim : Tendsto (fun k : ℕ => primitiveFreeEnergy β T V (2 ^ k)) atTop
      (𝓝 (exactFreeEnergy β (T + V))) := by
    have ht := (beadTrace_tendsto ((-β) • T) ((-β) • V)).comp
      (tendsto_pow_atTop_atTop_of_one_lt (one_lt_two : (1 : ℕ) < 2))
    rw [← smul_add] at ht
    exact ((((Complex.continuous_re.tendsto _).comp ht).log pos.ne').neg).div_const β
  exact ⟨mono, lim, fun k => mono.ge_of_tendsto lim k⟩

end

end PrimitiveBeadDoubling
```

```lean
#print axioms PrimitiveBeadDoubling.primitiveFreeEnergy_from_below
```

```
'PrimitiveBeadDoubling.primitiveFreeEnergy_from_below' depends on axioms: [propext, Classical.choice, Quot.sound]
```
